# An isometry that clones two unit states with an ancilla forces them to be orthogonal or equal up to a phase

## Can the ancilla make up for a wrong overlap?

If a machine could copy two different, non-orthogonal states, I could run it again and again until I held N copies of whichever state I was given. The overlap of the two possible N-copy states has modulus |⟨u,v⟩|ᴺ, which goes to zero, so I could tell the states apart as reliably as I liked. A single copy doesn't allow that.

The short argument against such a machine compares overlaps before and after copying. It finds ⟨u,v⟩ = ⟨u,v⟩², so the overlap is 0 or 1. But a real machine has internal parts, and these may end in a state that depends on what was copied. The right-hand side then gains an extra factor, the overlap of the two final machine states. Why can't that factor restore the balance?

## It can correct a phase, but not a modulus

The extra factor is an overlap of two unit vectors, so its modulus is at most 1. To restore the balance for a partial overlap, it would have to be larger than 1.

Let u and v be the unit states to be copied, e the unit blank state of the second register, and a the unit initial state of the ancilla, meaning the machine's internal parts. The machine is an isometry V, so V†V = 1, with

V(u⊗e⊗a) = u⊗u⊗a₁

V(v⊗e⊗a) = v⊗v⊗a₂

Write γ = ⟨u,v⟩ and τ = ⟨a₁,a₂⟩, with the overlap conjugate-linear in its first slot. Overlaps of product states factorise, because the triple sum separates:

Σᵢⱼₗ (uᵢ wⱼ aₗ)* u′ᵢ w′ⱼ a′ₗ = ⟨u,u′⟩⟨w,w′⟩⟨a,a′⟩

Here w, u′, w′ and a′ are arbitrary further factors. An isometry preserves overlaps, since ⟨Vx,Vy⟩ = ⟨x,V†Vy⟩ = ⟨x,y⟩. The input overlap is γ⟨e,e⟩⟨a,a⟩ = γ and the output overlap is γ²τ, so

γ = γ²τ

The same comparison of u with itself gives 1 = ⟨a₁,a₁⟩, and likewise 1 = ⟨a₂,a₂⟩. The final ancilla states are therefore normalised without any assumption.

To bound an overlap, take the part of v orthogonal to u, r = v − γu. Its squared norm is

⟨r,r⟩ = ⟨v,v⟩ − γ⟨v,u⟩ − γ*⟨u,v⟩ + |γ|²⟨u,u⟩ = 1 − |γ|²

This is not negative, so |γ| ≤ 1. The same calculation for a₁ and a₂ gives |τ| ≤ 1.

Now take moduli: |γ| = |γ|²|τ|. Either γ = 0, or one factor cancels and

1 = |γ||τ| ≤ |γ| ≤ 1

so |γ| = 1. In that case ⟨r,r⟩ = 0, hence r = 0 and v = γu: the two vectors are the same physical state. The ancilla then has τ = 1/γ, a pure phase, and that is all it can contribute.

A machine for all states fails as soon as the register has two basis states |i⟩ and |j⟩. The unit vectors |i⟩ and (3/5)|i⟩ + (4/5)|j⟩ have overlap 3/5, which is neither 0 nor 1.

Orthogonal states can be copied. Label the basis by a finite abelian group, such as the integers modulo d, and let the machine act as

|i,j,s⟩ ↦ |i,i+j,s⟩

This permutes the basis, with inverse (i,j,s) ↦ (i,j−i,s), so it is an isometry. With blank state |0⟩ it takes |i⟩⊗|0⟩⊗a to |i⟩⊗|i⟩⊗a. For qubits it is the CNOT gate with an idle ancilla.

Here is the whole argument in Lean 4 with Mathlib.

```lean
import Mathlib

open Matrix

namespace NoCloningWithAncilla

noncomputable section

variable {ι n m k : Type*} [Fintype ι] [Fintype n] [Fintype m] [Fintype k]

/-- The overlap `⟨x, y⟩` of two state vectors, conjugate-linear in the first. -/
def overlap (x y : ι → ℂ) : ℂ := star x ⬝ᵥ y

/-- The product state `u ⊗ w ⊗ a` of two equal registers and an ancilla. -/
def tripleState (u w : n → ℂ) (a : m → ℂ) : n × n × m → ℂ :=
  fun p => u p.1 * w p.2.1 * a p.2.2

/-- The machine `V`, with blank register `e` and ancilla `a`, clones `u` and leaves
the ancilla in `a'`: it maps `u ⊗ e ⊗ a` to `u ⊗ u ⊗ a'`. -/
def Clones (V : Matrix (n × n × k) (n × n × m) ℂ) (e : n → ℂ) (a : m → ℂ)
    (u : n → ℂ) (a' : k → ℂ) : Prop :=
  V *ᵥ tripleState u e a = tripleState u u a'

/-- The overlap of two product states is the product of the overlaps of their factors. -/
theorem overlap_tripleState (u w u' w' : n → ℂ) (a a' : m → ℂ) :
    overlap (tripleState u w a) (tripleState u' w' a') =
      overlap u u' * (overlap w w' * overlap a a') := by
  simp only [overlap, dotProduct, Pi.star_apply, Fintype.sum_prod_type, tripleState]
  rw [Finset.sum_mul_sum, Finset.sum_mul_sum]
  simp only [Finset.mul_sum]
  refine Finset.sum_congr rfl fun i _ => Finset.sum_congr rfl fun j _ =>
    Finset.sum_congr rfl fun l _ => ?_
  simp only [star_mul']
  ring

/-- An isometry preserves all overlaps. -/
theorem overlap_isometry [DecidableEq n] {V : Matrix k n ℂ} (hV : Vᴴ * V = 1)
    (x y : n → ℂ) : overlap (V *ᵥ x) (V *ᵥ y) = overlap x y := by
  rw [overlap, Matrix.star_mulVec, ← Matrix.dotProduct_mulVec, Matrix.mulVec_mulVec, hV,
    Matrix.one_mulVec, overlap]

/-- For unit vectors `u` and `v`, the part of `v` orthogonal to `u` has squared norm
`1 - |⟨u, v⟩|²`. -/
theorem residual_norm {u v : ι → ℂ} (hu : overlap u u = 1) (hv : overlap v v = 1) :
    ∑ i, ‖(v - overlap u v • u) i‖ ^ 2 = 1 - ‖overlap u v‖ ^ 2 := by
  have hself : ∀ x : ι → ℂ, overlap x x = ((∑ i, ‖x i‖ ^ 2 : ℝ) : ℂ) := by
    intro x
    simp only [overlap, dotProduct, Pi.star_apply]
    push_cast
    exact Finset.sum_congr rfl fun i _ => Complex.conj_mul' (x i)
  apply Complex.ofReal_injective
  rw [← hself]
  have hc : star (overlap u v) * overlap u v = (‖overlap u v‖ : ℂ) ^ 2 :=
    Complex.conj_mul' _
  have hvu : overlap v u = star (overlap u v) := by
    simp [overlap, dotProduct, mul_comm]
  -- expand the square by sesquilinearity
  have hexp : overlap (v - overlap u v • u) (v - overlap u v • u) =
      overlap v v - overlap u v * overlap v u
        - star (overlap u v) * (overlap u v - overlap u v * overlap u u) := by
    simp only [overlap, star_sub, star_smul, sub_dotProduct, dotProduct_sub,
      smul_dotProduct, dotProduct_smul, smul_eq_mul]
    ring
  rw [hexp, hu, hv, hvu]
  push_cast
  linear_combination -hc

/-- The overlap of two unit vectors has modulus at most one. -/
theorem norm_overlap_le_one {u v : ι → ℂ} (hu : overlap u u = 1) (hv : overlap v v = 1) :
    ‖overlap u v‖ ≤ 1 := by
  have h := residual_norm hu hv
  have h0 : 0 ≤ ∑ i, ‖(v - overlap u v • u) i‖ ^ 2 :=
    Finset.sum_nonneg fun i _ => sq_nonneg _
  nlinarith [norm_nonneg (overlap u v)]

/-- If an isometry clones `u` and `v` from the same unit blank state and unit ancilla state,
then `⟨u, v⟩ = ⟨u, v⟩² ⟨a₁, a₂⟩`, where `a₁` and `a₂` are the final ancilla states. -/
theorem cloning_overlap [DecidableEq n] [DecidableEq m]
    {V : Matrix (n × n × k) (n × n × m) ℂ} (hV : Vᴴ * V = 1)
    {e u v : n → ℂ} {a : m → ℂ} {a₁ a₂ : k → ℂ}
    (he : overlap e e = 1) (ha : overlap a a = 1)
    (h₁ : Clones V e a u a₁) (h₂ : Clones V e a v a₂) :
    overlap u v = overlap u v ^ 2 * overlap a₁ a₂ := by
  have h := overlap_isometry hV (tripleState u e a) (tripleState v e a)
  unfold Clones at h₁ h₂
  rw [h₁, h₂, overlap_tripleState, overlap_tripleState, he, ha] at h
  linear_combination -h

/-- No-cloning with ancilla: if an isometry clones two unit vectors `u` and `v` from the same
unit blank state and unit ancilla state, then `|⟨u, v⟩|` is 0 or 1. -/
theorem no_cloning [DecidableEq n] [DecidableEq m]
    {V : Matrix (n × n × k) (n × n × m) ℂ} (hV : Vᴴ * V = 1)
    {e u v : n → ℂ} {a : m → ℂ} {a₁ a₂ : k → ℂ}
    (he : overlap e e = 1) (ha : overlap a a = 1)
    (hu : overlap u u = 1) (hv : overlap v v = 1)
    (h₁ : Clones V e a u a₁) (h₂ : Clones V e a v a₂) :
    ‖overlap u v‖ = 0 ∨ ‖overlap u v‖ = 1 := by
  -- the final ancilla states are automatically normalised
  have n₁ : overlap a₁ a₁ = 1 := by
    have h := cloning_overlap hV he ha h₁ h₁
    rw [hu] at h
    linear_combination -h
  have n₂ : overlap a₂ a₂ = 1 := by
    have h := cloning_overlap hV he ha h₂ h₂
    rw [hv] at h
    linear_combination -h
  have key := congrArg norm (cloning_overlap hV he ha h₁ h₂)
  rw [norm_mul, norm_pow] at key
  by_cases h0 : ‖overlap u v‖ = 0
  · exact Or.inl h0
  · right
    -- cancel one factor of the nonzero overlap
    have h1 : ‖overlap u v‖ * ‖overlap a₁ a₂‖ = 1 := by
      apply mul_left_cancel₀ h0
      linear_combination -key
    have h2 := mul_le_of_le_one_right (norm_nonneg (overlap u v)) (norm_overlap_le_one n₁ n₂)
    exact le_antisymm (norm_overlap_le_one hu hv) (by linarith)

/-- Two unit vectors cloned by one isometry, from the same unit blank state and unit ancilla
state, are orthogonal or differ only by a phase factor. -/
theorem cloned_orthogonal_or_same_ray [DecidableEq n] [DecidableEq m]
    {V : Matrix (n × n × k) (n × n × m) ℂ} (hV : Vᴴ * V = 1)
    {e u v : n → ℂ} {a : m → ℂ} {a₁ a₂ : k → ℂ}
    (he : overlap e e = 1) (ha : overlap a a = 1)
    (hu : overlap u u = 1) (hv : overlap v v = 1)
    (h₁ : Clones V e a u a₁) (h₂ : Clones V e a v a₂) :
    overlap u v = 0 ∨ ∃ c : ℂ, ‖c‖ = 1 ∧ v = c • u := by
  rcases no_cloning hV he ha hu hv h₁ h₂ with h | h
  · exact Or.inl (norm_eq_zero.mp h)
  · refine Or.inr ⟨overlap u v, h, ?_⟩
    have hr := residual_norm hu hv
    rw [h, one_pow, sub_self] at hr
    -- a vanishing sum of squares vanishes term by term
    have hz := (Finset.sum_eq_zero_iff_of_nonneg fun i _ => sq_nonneg _).1 hr
    funext i
    have hi := norm_eq_zero.mp (pow_eq_zero_iff (two_ne_zero) |>.mp (hz i (Finset.mem_univ i)))
    exact sub_eq_zero.mp hi

/-- In dimension at least two, no isometry with a fixed unit blank state and unit ancilla
state clones every unit vector, even if the final ancilla state may depend on the input. -/
theorem no_universal_cloner [DecidableEq n] [DecidableEq m] [Nontrivial n]
    {V : Matrix (n × n × k) (n × n × m) ℂ} (hV : Vᴴ * V = 1)
    {e : n → ℂ} {a : m → ℂ} (he : overlap e e = 1) (ha : overlap a a = 1) :
    ¬ ∀ u : n → ℂ, overlap u u = 1 → ∃ a' : k → ℂ, Clones V e a u a' := by
  intro hall
  obtain ⟨i, j, hij⟩ := exists_pair_ne n
  have hs : ∀ (l : n) (x : ℂ) (w : n → ℂ),
      star (Pi.single l x : n → ℂ) ⬝ᵥ w = star x * w l := by
    intro l x w
    rw [dotProduct, Finset.sum_eq_single l]
    · simp
    · intro b _ hb
      simp [hb]
    · simp
  -- two unit vectors with overlap 3/5
  let u : n → ℂ := Pi.single i 1
  let v : n → ℂ := Pi.single i (3 / 5) + Pi.single j (4 / 5)
  have hu : overlap u u = 1 := by
    simp only [overlap, u, hs]
    simp
  have hv : overlap v v = 1 := by
    simp only [overlap, v, star_add, add_dotProduct, hs]
    norm_num [Pi.single_apply, hij, hij.symm]
  have huv : overlap u v = 3 / 5 := by
    simp only [overlap, u, v, hs]
    norm_num [Pi.single_apply, hij, hij.symm]
  obtain ⟨a₁, h₁⟩ := hall u hu
  obtain ⟨a₂, h₂⟩ := hall v hv
  have h := no_cloning hV he ha hu hv h₁ h₂
  rw [huv] at h
  norm_num at h

/-- The index map `(i, j, s) ↦ (i, j - i, s)` on two registers and an ancilla. -/
def shift {G : Type*} [AddCommGroup G] (p : G × G × m) : G × G × m :=
  (p.1, p.2.1 - p.1, p.2.2)

/-- The controlled shift, which maps the basis state `|i, j, s⟩` to `|i, i + j, s⟩`. -/
def copier (G m : Type*) [AddCommGroup G] [DecidableEq G] [DecidableEq m] :
    Matrix (G × G × m) (G × G × m) ℂ :=
  Matrix.of fun p q => if q = shift p then 1 else 0

/-- The controlled shift is an isometry and, with blank state `|0⟩`, clones every basis
state `|i⟩` while leaving any ancilla state unchanged. -/
theorem copier_witness {G : Type*} [AddCommGroup G] [Fintype G] [DecidableEq G]
    [DecidableEq m] :
    (copier G m)ᴴ * copier G m = 1 ∧
      ∀ (i : G) (a : m → ℂ), Clones (copier G m) (Pi.single 0 1) a (Pi.single i 1) a := by
  constructor
  · have hinj : Function.Injective (shift : G × G × m → G × G × m) := by
      rintro ⟨x, y, z⟩ ⟨x', y', z'⟩ h
      simp only [shift, Prod.mk.injEq] at h
      obtain ⟨rfl, h2, rfl⟩ := h
      rw [sub_left_inj.mp h2]
    rw [mul_eq_one_comm]
    ext p q
    rw [Matrix.one_apply]
    by_cases h : p = q
    · subst h
      simp [Matrix.mul_apply, copier]
    · simp [Matrix.mul_apply, copier, h, (hinj.ne h).symm]
  · intro i a
    have hact : ∀ (w : G × G × m → ℂ) (p : G × G × m),
        (copier G m *ᵥ w) p = w (shift p) := by
      intro w p
      simp [Matrix.mulVec, dotProduct, copier]
    unfold Clones
    funext ⟨x, y, z⟩
    rw [hact]
    by_cases hx : x = i
    · subst hx
      simp [tripleState, shift, Pi.single_apply, sub_eq_zero]
    · simp [tripleState, shift, Pi.single_apply, hx]

end

end NoCloningWithAncilla
```

```lean
#print axioms NoCloningWithAncilla.cloned_orthogonal_or_same_ray
#print axioms NoCloningWithAncilla.no_universal_cloner
```

```
'NoCloningWithAncilla.cloned_orthogonal_or_same_ray' depends on axioms: [propext, Classical.choice, Quot.sound]
'NoCloningWithAncilla.no_universal_cloner' depends on axioms: [propext, Classical.choice, Quot.sound]
```

### What the statements say about the machine

A state is a function from a finite index set to ℂ, that is, a list of amplitudes. `overlap x y` is ⟨x,y⟩, and "unit vector" is written `overlap u u = 1`. The bars in `‖overlap u v‖` are the modulus of a complex number.

Both registers have index set `n`. The ancilla has index set `m` before the process and `k` after it, so its dimension may change. `tripleState u w a` is u⊗w⊗a, with amplitudes on the triple index set. `V` is a matrix, possibly rectangular, whose columns belong to the input and whose rows belong to the output; `Vᴴ * V = 1` says that it is an isometry. `Clones V e a u a'` is the single equation V(u⊗e⊗a) = u⊗u⊗a′ and contains no normalisation.

The main theorem, `no_cloning`, reads: if an isometry clones the unit vectors `u` and `v` from the same unit blank state `e` and the same unit ancilla state `a`, then |⟨u,v⟩| is 0 or 1. `cloned_orthogonal_or_same_ray` turns this into a statement about the states: either their overlap vanishes, or `v = c • u` with |c| = 1.

`no_universal_cloner` says that no isometry with fixed `e` and `a` clones every unit vector, even when the final ancilla state may depend on the input. Its hypothesis `Nontrivial n` means that the register has dimension at least two. In dimension one the identity matrix does clone every unit vector, with the leftover phase put into the ancilla.

`copier_witness` states that the controlled shift is an isometry and clones every basis state. Once the group has at least two elements, this gives orthogonal states cloned by one machine. The name `shift` needs care: it denotes the inverse label map (i,j,s) ↦ (i,j−i,s), because the output amplitude at a label is the input amplitude at the label it came from.

The theorems concern exact, deterministic copying of pure states in finite dimension; imperfect copies, copying that succeeds only sometimes, and mixed states are different problems. The step to a laboratory device is to treat the device, together with everything it interacts with, as one isometry that starts from one fixed pure state. That is an assumption about the device.

For simulation on a quantum computer, the result means that no fixed isometric circuit can make a perfect spare copy of an arbitrary state of a finite register of dimension at least two, for instance to measure a second observable on it.

### From preserved overlaps to the two allowed values

`overlap_tripleState` proves the factorisation. It writes the sum over triples as three nested sums, expands the product of the three separate sums in the same way, and compares them term by term. `overlap_isometry` moves `V` to the other side of the overlap and replaces `Vᴴ * V` by 1.

`residual_norm` computes ⟨r,r⟩. Inside it, `hself` identifies the overlap of a vector with itself as its sum of squared moduli, `hexp` expands ⟨r,r⟩ by sesquilinearity, and `hvu` supplies ⟨v,u⟩ = γ*. The final `linear_combination` uses γ*γ = |γ|². The Cauchy–Schwarz bound `norm_overlap_le_one` follows because a sum of squares is not negative.

`cloning_overlap` applies `overlap_isometry` to the two inputs, replaces the outputs by the cloned products, and factorises both sides. The result is γ = γ²τ, for which `u` and `v` need not be normalised.

In `no_cloning`, the facts `n₁` and `n₂` come from using `cloning_overlap` with the same cloning equation twice, which is the comparison of a state with itself. `key` is the equation between moduli. If γ is not zero, `h1` is the cancelled form |γ||τ| = 1 and `h2` is |γ||τ| ≤ |γ|. Together they give 1 ≤ |γ|, and `le_antisymm` joins this to the bound |γ| ≤ 1.

For the statement about phases, |γ| = 1 makes the sum in `residual_norm` zero. Each term is then zero, so `v` equals γu component by component, and γ itself serves as the phase `c`.

`no_universal_cloner` picks two distinct indices and builds the pair with overlap 3/5. The helper `hs` evaluates the overlap of a vector supported on one index with any other vector. A universal cloner would clone both states of the pair, and `no_cloning` would make 3/5 equal to 0 or 1, which `norm_num` refutes.

In `copier_witness`, `hinj` shows that different labels have different images under `shift`, so different rows of the matrix have their single 1 in different columns. This gives the product of the matrix with its adjoint in one order, and `mul_eq_one_comm` gives the other order because the matrix is square. For the cloning part, `hact` says that the output amplitude at `p` is the input amplitude at `shift p`. If the first label `x` is not `i`, both sides vanish. If it is `i`, the blank state requires y − i = 0, so the second register also holds `i`.
